# Cubic symmetry and the acoustic sum rule leave three independent Born charges in an ABO₃ perovskite

After a linear-response calculation on a cubic perovskite, the computed Born effective-charge tensors are commonly symmetrised and corrected so that they add up to zero. The cell has five ions, hence 45 tensor entries, and after this step three numbers determine them all. These tensors enter the long-range part of the dynamical matrix, which splits longitudinal from transverse optical phonons; the count of three holds for the ideal cubic five-ion cell, not for its distorted phases.

The tensor $Z(\kappa)$ gives the change of the cell's dipole moment, in units of the elementary charge and at zero macroscopic field, as $Z(\kappa)\,u$ to first order when the sublattice of ion $\kappa$ is displaced by a small vector $u$. Two properties are assumed: the tensors follow the cubic symmetry of the crystal, and they sum to zero.

```lean
import Mathlib

open Matrix

namespace PerovskiteBornCharges

noncomputable section
```

## Ions and cubic operations

Each $Z(\kappa)$ is a real $3\times3$ matrix, which is not assumed to be symmetric. The Cartesian axes are numbered 0, 1, 2.

```lean
/-- A real Cartesian tensor of rank two in three dimensions. -/
abbrev Tensor := Matrix (Fin 3) (Fin 3) ℝ
```

Place B at the origin. The three oxygens then sit half a lattice constant away along the three axes, and each is labelled by the axis $k$ of its B–O bond.

```lean
/-- The five ions of the cubic perovskite cell ABO₃; `O k` is the oxygen whose bond to B
lies along the axis `k`. -/
inductive Ion
  | A
  | B
  | O (k : Fin 3)
```

An operation that permutes the axes by $\sigma$ takes A to A, B to B and oxygen $k$ to oxygen $\sigma(k)$. Reversing an axis moves an oxygen at most to a translated copy of itself, so signs play no part here.

```lean
/-- The ion to which a cubic operation with axis permutation `σ` carries a given ion,
up to lattice translations. -/
def Ion.move (σ : Equiv.Perm (Fin 3)) : Ion → Ion
  | .A => .A
  | .B => .B
  | .O k => .O (σ k)
```

The operation itself is the signed permutation matrix

$$R_{ij} = s_j\,\delta_{i,\sigma(j)},\qquad s_j=\pm1 .$$

Six permutations and eight choices of sign give the 48 operations of the full cubic point group, improper ones included. In Lean the signs are elements of `ℤˣ`, the invertible integers.

```lean
/-- The cubic operation that sends the unit vector of axis `j` to `s j` times that of
axis `σ j`, where `s j` is a sign. -/
def cubicOp (σ : Equiv.Perm (Fin 3)) (s : Fin 3 → ℤˣ) : Tensor :=
  Matrix.of fun i j => if i = σ j then ((s j : ℤ) : ℝ) else 0
```

## The two physical conditions

Displace ion $\kappa$ by $u$; the dipole changes by $Z(\kappa)u$. In the transformed crystal the image ion $g\kappa$ is displaced by $Ru$ and the dipole changes by $RZ(\kappa)u$. If the electronic ground state has the full cubic symmetry, the transformed crystal is the same crystal, and so

$$Z(g\kappa)\,R = R\,Z(\kappa).$$

`IsCovariant` requires this for every operation and every ion. It therefore contains both the site symmetry of each ion and the relation between the three oxygens.

```lean
/-- Born tensors are covariant if every cubic operation carries the tensor of each ion to
the tensor of its image. -/
def IsCovariant (Z : Ion → Tensor) : Prop :=
  ∀ σ s κ, Z (Ion.move σ κ) * cubicOp σ s = cubicOp σ s * Z κ
```

The second condition is $\sum_\kappa Z(\kappa)=0$. It stands for the fact that a rigid shift of a neutral insulating crystal, electrons included, produces no polarisation. Here it is a hypothesis and is not derived from the electronic structure.

```lean
/-- The acoustic sum rule: the Born tensors of the cell add up to zero. -/
def AcousticSumRule (Z : Ion → Tensor) : Prop :=
  Z .A + Z .B + ∑ k, Z (.O k) = 0
```

## The expected form of the tensors

An oxygen has one special direction, its bond axis. Write $U^{(k)}(a,b)$ for the diagonal tensor with $b$ along axis $k$ and $a$ along the two transverse axes; for $k=2$ it is $\mathrm{diag}(a,a,b)$.

```lean
/-- The diagonal tensor with value `b` along the axis `k` and `a` along the other two. -/
def uniaxial (k : Fin 3) (a b : ℝ) : Tensor :=
  Matrix.diagonal fun i => if i = k then b else a
```

The candidate family is $Z(A)=z_A\mathbb 1$, $Z(B)=z_B\mathbb 1$ and $Z(O_k)=U^{(k)}(a,b)$, with the same $a$ and $b$ on all three oxygens.

```lean
/-- Isotropic tensors on A and B, and on each oxygen a uniaxial tensor about its bond axis. -/
def bornTensors (zA zB a b : ℝ) : Ion → Tensor
  | .A => zA • 1
  | .B => zB • 1
  | .O k => uniaxial k a b
```

## Covariance in components

Let $N$ and $M$ be the tensors of the image ion and of the original ion. Then

$$(NR)_{ij}=N_{i,\sigma(j)}\,s_j,\qquad (RM)_{\sigma(i),j}=s_i\,M_{ij}.$$

Every row index can be written as $\sigma(i)$, so $NR=RM$ is equivalent to

$$N_{\sigma(i),\sigma(j)}\,s_j=s_i\,M_{ij}\quad\text{for all } i,j .$$

The auxiliary facts `hL` and `hR` are the two products above.

```lean
/-- The relation between two tensors linked by a cubic operation, written in components. -/
theorem transform_iff (N M : Tensor) (σ : Equiv.Perm (Fin 3)) (s : Fin 3 → ℤˣ) :
    N * cubicOp σ s = cubicOp σ s * M ↔
      ∀ i j, N (σ i) (σ j) * ((s j : ℤ) : ℝ) = ((s i : ℤ) : ℝ) * M i j := by
  have hL : ∀ i j, (N * cubicOp σ s) i j = N i (σ j) * ((s j : ℤ) : ℝ) := by
    intro i j
    simp [Matrix.mul_apply, cubicOp]
  have hR : ∀ i j, (cubicOp σ s * M) (σ i) j = ((s i : ℤ) : ℝ) * M i j := by
    intro i j
    simp [Matrix.mul_apply, cubicOp]
  constructor
  · intro h i j
    rw [← hL (σ i) j, ← hR i j, h]
  · intro h
    ext i j
    obtain ⟨i, rfl⟩ := σ.surjective i
    rw [hL, hR]
    exact h i j
```

## Axis reversals remove off-diagonal entries

Suppose $M$ commutes with all sign changes. Take $\sigma=1$ and reverse axis $i$ only. For $j\neq i$ the component relation reads $M_{ij}=-M_{ij}$, hence $M_{ij}=0$.

```lean
/-- A tensor that commutes with all sign changes of the axes has no off-diagonal entries. -/
theorem offDiag_eq_zero (M : Tensor) (h : ∀ s, M * cubicOp 1 s = cubicOp 1 s * M)
    {i j : Fin 3} (hij : i ≠ j) : M i j = 0 := by
  -- reverse the axis `i` only
  have h1 := (transform_iff M M 1 _).1 (h fun l => if l = i then -1 else 1) i j
  simp [hij.symm] at h1
  linarith
```

## Uniaxial tensors and the oxygen site

A cubic operation carries $U^{(k)}$ to $U^{(\sigma(k))}$. In components, both sides vanish for $i\neq j$. For $i=j$ the signs agree, and $\sigma(i)=\sigma(k)$ exactly when $i=k$, so the diagonal values agree too. The proof makes the same two case distinctions.

```lean
/-- A cubic operation carries a uniaxial tensor about one axis to the uniaxial tensor with
the same two values about the image axis. -/
theorem uniaxial_covariant (σ : Equiv.Perm (Fin 3)) (s : Fin 3 → ℤˣ) (k : Fin 3) (a b : ℝ) :
    uniaxial (σ k) a b * cubicOp σ s = cubicOp σ s * uniaxial k a b := by
  rw [transform_iff]
  intro i j
  by_cases hij : i = j
  · subst hij
    by_cases hk : i = k <;> simp [uniaxial, hk, mul_comm]
  · simp [uniaxial, hij]
```

Conversely, let $M$ commute with every operation that preserves axis $k$. The sign changes are among these, so $M$ is diagonal. Exchanging the two transverse axes gives

$$M_{ii}=M_{k+1,k+1}\quad (i\neq k),$$

with $k+1$ taken modulo 3. So $M=U^{(k)}(a,b)$ with $a=M_{k+1,k+1}$ and $b=M_{kk}$. That every uniaxial tensor does commute with these operations is the previous step with $\sigma(k)=k$.

```lean
/-- A tensor commutes with all cubic operations that preserve the axis `k` if and only if
it is uniaxial about `k`. -/
theorem axis_site_iff (k : Fin 3) (M : Tensor) :
    (∀ σ s, σ k = k → M * cubicOp σ s = cubicOp σ s * M) ↔ ∃ a b, M = uniaxial k a b := by
  constructor
  · intro h
    refine ⟨M (k + 1) (k + 1), M k k, ?_⟩
    ext i j
    by_cases hij : i = j
    · subst hij
      by_cases hk : i = k
      · simp [uniaxial, hk]
      · -- exchange the two transverse axes
        have hne : k ≠ k + 1 := by fin_cases k <;> decide
        have h1 := (transform_iff M M _ _).1 (h (Equiv.swap i (k + 1)) 1
          (Equiv.swap_apply_of_ne_of_ne (Ne.symm hk) hne)) i i
        rw [Equiv.swap_apply_left] at h1
        simp at h1
        simp [uniaxial, hk, h1]
    · rw [offDiag_eq_zero M (fun s => h 1 s rfl) hij]
      simp [uniaxial, hij]
  · rintro ⟨a, b, rfl⟩ σ s hk
    have h := uniaxial_covariant σ s k a b
    rwa [hk] at h
```

## All covariant families

The ions A and B are fixed by every operation. Their tensors are diagonal, and exchanging axes 0 and $i$ gives $Z_{ii}=Z_{00}$, so they are multiples of the identity. This is the intermediate statement `fixed`.

Oxygen 0 is fixed by the operations that preserve axis 0, so $Z(O_0)=U^{(0)}(a,b)$. For oxygen $k$, let $\sigma$ exchange 0 and $k$, with all signs positive. Then

$$Z(O_k)_{\sigma(i),\sigma(j)}=U^{(0)}_{ij}(a,b)=U^{(k)}_{\sigma(i),\sigma(j)}(a,b).$$

The first equality is covariance (`h1`) and the second is the transformation of uniaxial tensors (`h2`). Hence $Z(O_k)=U^{(k)}(a,b)$. In the other direction, multiples of the identity commute with everything, and the oxygens are covered by `uniaxial_covariant`.

```lean
/-- Born tensors of the perovskite cell are covariant if and only if they are isotropic on
A and B and uniaxial on the oxygens, with the same two values on all three. -/
theorem covariant_iff (Z : Ion → Tensor) :
    IsCovariant Z ↔ ∃ zA zB a b, Z = bornTensors zA zB a b := by
  constructor
  · intro h
    -- ions fixed by every operation
    have fixed : ∀ κ, (∀ σ, Ion.move σ κ = κ) → Z κ = Z κ 0 0 • (1 : Tensor) := by
      intro κ hκ
      have hc : ∀ σ s, Z κ * cubicOp σ s = cubicOp σ s * Z κ := by
        intro σ s
        have h1 := h σ s κ
        rwa [hκ] at h1
      ext i j
      by_cases hij : i = j
      · subst hij
        have h1 := (transform_iff _ _ _ _).1 (hc (Equiv.swap 0 i) 1) 0 0
        rw [Equiv.swap_apply_left] at h1
        simp at h1
        simp [h1]
      · rw [offDiag_eq_zero _ (hc 1) hij]
        simp [hij]
    -- the oxygen on axis 0 fixes the values on the other two
    obtain ⟨a, b, hO⟩ := (axis_site_iff 0 (Z (.O 0))).1 (by
      intro σ s h0
      have h1 := h σ s (.O 0)
      simpa only [Ion.move, h0] using h1)
    refine ⟨Z .A 0 0, Z .B 0 0, a, b, ?_⟩
    funext κ
    cases κ with
    | A => exact fixed .A fun _ => rfl
    | B => exact fixed .B fun _ => rfl
    | O k =>
      obtain ⟨σ, rfl⟩ : ∃ σ : Equiv.Perm (Fin 3), σ 0 = k :=
        ⟨Equiv.swap 0 k, Equiv.swap_apply_left 0 k⟩
      have h1 := (transform_iff (Z (.O (σ 0))) _ σ 1).1 (h σ 1 (.O 0))
      have h2 := (transform_iff _ _ σ 1).1 (uniaxial_covariant σ 1 0 a b)
      rw [hO] at h1
      ext i j
      obtain ⟨i, rfl⟩ := σ.surjective i
      obtain ⟨j, rfl⟩ := σ.surjective j
      simpa [bornTensors] using (h1 i j).trans (h2 i j).symm
  · rintro ⟨zA, zB, a, b, rfl⟩ σ s κ
    cases κ with
    | A => simp [bornTensors, Ion.move]
    | B => simp [bornTensors, Ion.move]
    | O k => exact uniaxial_covariant σ s k a b
```

## The sum over the cell

On each Cartesian axis, one oxygen contributes its bond value $b$ and the other two contribute $a$. Therefore

$$\sum_\kappa Z(\kappa)=(z_A+z_B+2a+b)\,\mathbb 1 .$$

```lean
/-- The sum of these Born tensors over the cell is isotropic, with value
`zA + zB + 2 a + b`. -/
theorem bornTensors_sum (zA zB a b : ℝ) :
    bornTensors zA zB a b .A + bornTensors zA zB a b .B + ∑ k, bornTensors zA zB a b (.O k)
      = (zA + zB + 2 * a + b) • (1 : Tensor) := by
  ext i j
  fin_cases i <;> fin_cases j <;>
    simp [bornTensors, uniaxial, Fin.sum_univ_three] <;> ring
```

This formula also shows what the usual correction does to computed data. If the symmetrised tensors add up to $\delta\,\mathbb 1$ with a small residual $\delta$, subtracting $(\delta/5)\mathbb 1$ from each of the five ions restores the sum rule and keeps the isotropic and uniaxial forms.

The sum vanishes exactly when its scalar factor does, as its 00 entry shows. Together with the classification this gives the main result: a family `Z` satisfies both conditions if and only if it is `bornTensors zA zB a b` for some constants with

$$z_A+z_B+2a+b=0 .$$

```lean
/-- Born tensors of a cubic perovskite are covariant and obey the acoustic sum rule if and
only if they have the isotropic and uniaxial form with `zA + zB + 2 a + b = 0`. -/
theorem allowed_iff (Z : Ion → Tensor) :
    IsCovariant Z ∧ AcousticSumRule Z ↔
      ∃ zA zB a b, zA + zB + 2 * a + b = 0 ∧ Z = bornTensors zA zB a b := by
  constructor
  · rintro ⟨hZ, hs⟩
    obtain ⟨zA, zB, a, b, rfl⟩ := (covariant_iff Z).1 hZ
    rw [AcousticSumRule, bornTensors_sum] at hs
    have h0 := congrFun (congrFun hs 0) 0
    exact ⟨zA, zB, a, b, by simpa using h0, rfl⟩
  · rintro ⟨zA, zB, a, b, h, rfl⟩
    refine ⟨(covariant_iff _).2 ⟨zA, zB, a, b, rfl⟩, ?_⟩
    rw [AcousticSumRule, bornTensors_sum, h, zero_smul]
```

In a rigid-ion model each ion moves with one fixed charge, so $a=b$. The constraint becomes $z_A+z_B+3a=0$, which is ordinary charge neutrality; the formal charges $+2$, $+4$, $-2$ satisfy it.

Solved for the charge along the bond, the constraint is $b=-(z_A+z_B+2a)$. The next theorem states this for the entries of `Z` itself, with $i$ either of the axes transverse to $k$.

```lean
/-- The oxygen charge along the B–O bond follows from the charges of A and B and the
transverse oxygen charge. -/
theorem oxygen_bond_charge (Z : Ion → Tensor) (hZ : IsCovariant Z) (hs : AcousticSumRule Z)
    {i k : Fin 3} (hik : i ≠ k) :
    Z (.O k) k k = -(Z .A k k + Z .B k k + 2 * Z (.O k) i i) := by
  obtain ⟨zA, zB, a, b, h, rfl⟩ := (allowed_iff Z).1 ⟨hZ, hs⟩
  simp [bornTensors, uniaxial, hik]
  linarith
```

## Three coordinates for the allowed tensors

Both conditions are linear in $Z$, so zero, sums and real multiples of allowed families are allowed. They form a real vector space.

```lean
/-- The real vector space of covariant Born tensors that obey the acoustic sum rule. -/
def allowedSpace : Submodule ℝ (Ion → Tensor) where
  carrier := {Z | IsCovariant Z ∧ AcousticSumRule Z}
  zero_mem' := ⟨fun σ s κ => by simp, by simp [AcousticSumRule]⟩
  add_mem' := by
    rintro Z W ⟨hZ, hZ'⟩ ⟨hW, hW'⟩
    refine ⟨fun σ s κ => ?_, ?_⟩
    · simp only [Pi.add_apply, add_mul, mul_add, hZ σ s κ, hW σ s κ]
    · unfold AcousticSumRule at *
      simp only [Pi.add_apply, Finset.sum_add_distrib]
      linear_combination (norm := module) hZ' + hW'
  smul_mem' := by
    rintro c Z ⟨hZ, hZ'⟩
    refine ⟨fun σ s κ => ?_, ?_⟩
    · simp only [Pi.smul_apply, smul_mul_assoc, mul_smul_comm, hZ σ s κ]
    · unfold AcousticSumRule at *
      simp only [Pi.smul_apply, ← Finset.smul_sum, ← smul_add]
      rw [hZ', smul_zero]
```

Its coordinates are $(z_A,z_B,a)$, with $a$ read from oxygen 0 along axis 1. In a calculation they correspond to three displacements: A along one axis, B along one axis, and one oxygen perpendicular to its bond. Computing the response to a fourth, the oxygen along its bond, gives a value of $b$ independent of the sum rule, and the residual then serves as a convergence check.

```lean
/-- The charges of A and B and the transverse oxygen charge, read off from the tensors. -/
def charges : allowedSpace →ₗ[ℝ] (Fin 3 → ℝ) where
  toFun Z := ![Z.1 .A 0 0, Z.1 .B 0 0, Z.1 (.O 0) 1 1]
  map_add' Z W := by ext i; fin_cases i <;> simp
  map_smul' c Z := by ext i; fin_cases i <;> simp
```

The map to these coordinates is injective: if $z_A=z_B=a=0$, the constraint gives $b=0$ and every tensor vanishes. It is surjective: for any $(v_0,v_1,v_2)\in\mathbb R^3$, the choice $b=-(v_0+v_1+2v_2)$ yields an allowed family with those coordinates. The space is therefore linearly isomorphic to $\mathbb R^3$ and has dimension three, which `Module.finrank` expresses.

```lean
/-- The symmetry-allowed Born tensors of a cubic perovskite that obey the acoustic sum rule
form a space of dimension three. -/
theorem finrank_allowedSpace : Module.finrank ℝ allowedSpace = 3 := by
  have hinj : Function.Injective charges := by
    rw [← LinearMap.ker_eq_bot, LinearMap.ker_eq_bot']
    rintro ⟨Z, hZ⟩ h
    obtain ⟨zA, zB, a, b, hsum, rfl⟩ := (allowed_iff Z).1 hZ
    have hA : zA = 0 := by simpa [charges, bornTensors] using congrFun h 0
    have hB : zB = 0 := by simpa [charges, bornTensors] using congrFun h 1
    have ha : a = 0 := by simpa [charges, bornTensors, uniaxial] using congrFun h 2
    have hb : b = 0 := by linarith
    apply Subtype.ext
    funext κ
    ext i j
    cases κ <;> simp [bornTensors, uniaxial, Matrix.diagonal_apply, hA, hB, ha, hb]
  have hsurj : Function.Surjective charges := by
    intro v
    -- the sum rule supplies the fourth constant
    refine ⟨⟨bornTensors (v 0) (v 1) (v 2) (-(v 0 + v 1 + 2 * v 2)),
      (allowed_iff _).2 ⟨v 0, v 1, v 2, -(v 0 + v 1 + 2 * v 2), by ring, rfl⟩⟩, ?_⟩
    ext i
    fin_cases i <;> simp [charges, bornTensors, uniaxial]
  exact (LinearEquiv.ofBijective charges ⟨hinj, hsurj⟩).finrank_eq.trans (by simp)

end

end PerovskiteBornCharges
```

```lean
#print axioms PerovskiteBornCharges.oxygen_bond_charge
-- 'PerovskiteBornCharges.oxygen_bond_charge' depends on axioms: [propext, Classical.choice, Quot.sound]
#print axioms PerovskiteBornCharges.finrank_allowedSpace
-- 'PerovskiteBornCharges.finrank_allowedSpace' depends on axioms: [propext, Classical.choice, Quot.sound]
```
